# The sign of the Dzyaloshinskii–Moriya coupling fixes the ground-state handedness of a planar antiferromagnetic spin triangle

An energy minimiser for a frustrated triangle of classical spins confined to a plane can converge cleanly to the wrong state. With antiferromagnetic exchange $J$ and a weak Dzyaloshinskii–Moriya coupling $D$, the same on every bond, 120-degree order of the unfavourable handedness has zero gradient. A side calculation, separate from the theorems below, gives each bond energy the curvature $J/2-(\sqrt3/2)|D|$ there, so for $|D|<J/\sqrt3$ the state is a local minimum. A second fault is quieter: if the code reverses the orientation of all bonds, the lowest energy comes out right and the handedness comes out wrong. The exact minimum energy exposes the first fault, and the states that reach it expose the second.

## The minimum energy and the states that reach it

Three planar unit spins point at angles $t_1,t_2,t_3$. The bonds are traversed as $1\to2\to3\to1$, with turns $d_1=t_2-t_1$, $d_2=t_3-t_2$, $d_3=t_1-t_3$, and the energy is

$$E=\sum_{i=1}^{3}\left(J\cos d_i+D\sin d_i\right).$$

Positive $J$ is antiferromagnetic. $D$ is the antisymmetric exchange that spin-orbit coupling allows on a bond without an inversion centre, here with its vector normal to the spin plane. For all real $J$ and $D$,

$$\min E=\min\left(3J,\;-\tfrac32J-\tfrac{3\sqrt3}{2}|D|\right).$$

The second value is the minimum exactly when $-|D|\le\sqrt3\,J$, which includes every $J\ge0$. If that inequality is strict and $D\ne0$, the minimisers are exactly the 120-degree states of one handedness: the spin angle decreases along $1\to2\to3$ for $D>0$ and increases for $D<0$.

## Checking a minimiser and its bond orientation

For classical planar spins on a single triangle, the formula gives a reference energy for a relaxation or annealing routine. A run that stops in the wrong-handed state lies $3\sqrt3\,|D|$ too high.

Changing the sign of $D$ leaves the minimum unchanged, so the minimum energy can't reveal a reversed bond orientation. The sum of bond sines can, provided it is computed from the returned angles with the turns $d_i$ defined above and not with the code's own bond list: in the selected state it is $-3\sqrt3/2$ for $D>0$ and $+3\sqrt3/2$ for $D<0$. Before comparing, check whether the code writes exchange with the opposite sign or counts each bond twice.

Take $J=1$, $D=0.2$. The aligned state has energy $3$, and the two 120-degree states have $-0.9804$ (angles increasing) and $-2.0196$ (angles decreasing). Now take spins at $0°,-90°,180°$. The bond cosines sum to $-1$ and the bond sines to $-2$, so $E=-1-0.4=-1.4$. The weights $W_0,W_+,W_-$ defined in the next section are $1$, $4-2\sqrt3\approx0.5359$ and $4+2\sqrt3\approx7.4641$. They sum to $9$, and

$$\frac{3(1)-0.9804(0.5359)-2.0196(7.4641)}{9}\approx-1.4.$$

## The energy as an average over three helices

Write $C=\sum_i\cos d_i$ and $S=\sum_i\sin d_i$, so that $E=JC+DS$. For a pitch $\varphi$, turn the spins back by $0,\varphi,2\varphi$ and let $W_\varphi$ be the squared length of their sum. Expanding the square gives

$$W_\varphi=3+2\left[\cos(d_1-\varphi)+\cos(d_2-\varphi)+\cos(d_3+2\varphi)\right].$$

For $\varphi=0$ or $\pm120°$, $3\varphi$ is a whole number of turns, so the last cosine equals $\cos(d_3-\varphi)$. Hence $W_\varphi=3+2(C\cos\varphi+S\sin\varphi)$, or, writing $W_\pm$ for pitch $\pm120°$,

$$W_0=3+2C,\qquad W_\pm=3-C\pm\sqrt3\,S.$$

These sum to $9$. Let $E_0=3J$ and $E_\pm=-\tfrac32J\pm\tfrac{3\sqrt3}{2}D$ be the energies of the three helices. Then

$$E_0W_0+E_+W_++E_-W_-=3J(3+2C)-\tfrac32J(6-2C)+9DS=9(JC+DS)=9E.$$

So $E$ is an average of $E_0,E_+,E_-$ with nonnegative normalised weights $W/9$, and it can't lie below the smallest of them. The smaller of $E_\pm$ is $-\tfrac32J-\tfrac{3\sqrt3}{2}|D|$.

The bound is attained. Aligned spins give $3J$. Angles $t,\,t-120°,\,t-240°$ make every bond turn by $-120°$, up to whole turns, and give $E_-$. Exchanging spins 2 and 3 reverses every bond sine, which is the same as replacing $D$ by $-D$, and so gives $E_+$. The 120-degree value is no larger than $3J$ when $-\tfrac{3\sqrt3}{2}|D|\le\tfrac92J$, that is, when $-|D|\le\sqrt3J$.

For the minimisers, let $D>0$ and $-D<\sqrt3J$. Because the weights sum to $9$,

$$9(E-E_-)=\left(\tfrac92J+\tfrac{3\sqrt3}{2}D\right)W_0+3\sqrt3\,D\,W_+.$$

Both coefficients are positive, so $E=E_-$ forces $W_0=W_+=0$. Then $C=-\tfrac32$, $S=-\tfrac{3\sqrt3}{2}$, and

$$\sum_i\cos(d_i+120°)=-\tfrac12C-\tfrac{\sqrt3}{2}S=3.$$

Three cosines with sum $3$ all equal $1$, so every bond turns by $-120°$ up to whole turns. The case $D<0$ follows by exchanging spins 2 and 3.

## The Lean 4 source

```lean
import Mathlib

open Real

namespace TriangleChirality

noncomputable section

/-- Energy of three planar unit spins at angles `t₁, t₂, t₃` on a triangle, with exchange `J` and
Dzyaloshinskii-Moriya coupling `D` on each bond, the bonds being traversed cyclically. -/
def energy (J D t₁ t₂ t₃ : ℝ) : ℝ :=
  (J * cos (t₂ - t₁) + D * sin (t₂ - t₁)) + (J * cos (t₃ - t₂) + D * sin (t₃ - t₂))
    + (J * cos (t₁ - t₃) + D * sin (t₁ - t₃))

/-- The set of all energies that the triangle can take. -/
def energies (J D : ℝ) : Set ℝ :=
  Set.range fun t : ℝ × ℝ × ℝ => energy J D t.1 t.2.1 t.2.2

/-- Weight of the helix of pitch `φ` in a spin configuration: the squared length of the total spin
after the three spins are turned back by `0`, `φ` and `2φ`. -/
def helixWeight (φ t₁ t₂ t₃ : ℝ) : ℝ :=
  (cos t₁ + cos (t₂ - φ) + cos (t₃ - 2 * φ)) ^ 2
    + (sin t₁ + sin (t₂ - φ) + sin (t₃ - 2 * φ)) ^ 2

/-- Cosine and sine of 120 degrees. -/
theorem cos_sin_turn : cos (2 * π / 3) = -1 / 2 ∧ sin (2 * π / 3) = √3 / 2 := by
  rw [show 2 * π / 3 = π - π / 3 by ring, cos_pi_sub, sin_pi_sub, cos_pi_div_three,
    sin_pi_div_three]
  norm_num

/-- The weight of pitch zero, the squared total spin, in terms of the bond cosines. -/
theorem helixWeight_zero (t₁ t₂ t₃ : ℝ) :
    helixWeight 0 t₁ t₂ t₃ = 3 + 2 * (cos (t₂ - t₁) + cos (t₃ - t₂) + cos (t₁ - t₃)) := by
  simp only [helixWeight, mul_zero, sub_zero, cos_sub]
  linear_combination sin_sq_add_cos_sq t₁ + sin_sq_add_cos_sq t₂ + sin_sq_add_cos_sq t₃

/-- The weight of a helix whose pitch has cosine `-1/2`, in terms of the bond cosines and
bond sines. -/
theorem helixWeight_turn (φ t₁ t₂ t₃ : ℝ) (hφ : cos φ = -1 / 2) :
    helixWeight φ t₁ t₂ t₃ = 3 - (cos (t₂ - t₁) + cos (t₃ - t₂) + cos (t₁ - t₃))
      + 2 * sin φ * (sin (t₂ - t₁) + sin (t₃ - t₂) + sin (t₁ - t₃)) := by
  have hs : sin φ ^ 2 = 3 / 4 := by
    have h := sin_sq_add_cos_sq φ
    rw [hφ] at h
    linarith
  have hC : cos (2 * φ) = -1 / 2 := by rw [cos_two_mul, hφ]; norm_num
  have hS : sin (2 * φ) = -sin φ := by rw [sin_two_mul, hφ]; ring
  simp only [helixWeight, cos_sub, sin_sub, hC, hS, hφ]
  linear_combination sin_sq_add_cos_sq t₁ + sin_sq_add_cos_sq t₂ + sin_sq_add_cos_sq t₃
    + (sin t₂ ^ 2 + cos t₂ ^ 2 + sin t₃ ^ 2 + cos t₃ ^ 2
      - 2 * (cos t₂ * cos t₃ + sin t₂ * sin t₃)) * hs

/-- The weights of the pitches 0 and ±120 degrees add up to 9, and the energy is the average,
with these weights, of `3J` and `-3J/2 ± (3√3/2) D`. -/
theorem energy_eq_helices (J D t₁ t₂ t₃ : ℝ) :
    helixWeight 0 t₁ t₂ t₃ + helixWeight (2 * π / 3) t₁ t₂ t₃
      + helixWeight (-(2 * π / 3)) t₁ t₂ t₃ = 9 ∧
    energy J D t₁ t₂ t₃ = (3 * J * helixWeight 0 t₁ t₂ t₃
      + (-3 * J / 2 + 3 * √3 / 2 * D) * helixWeight (2 * π / 3) t₁ t₂ t₃
      + (-3 * J / 2 - 3 * √3 / 2 * D) * helixWeight (-(2 * π / 3)) t₁ t₂ t₃) / 9 := by
  obtain ⟨hc, hs⟩ := cos_sin_turn
  have h3 : √(3 : ℝ) ^ 2 = 3 := Real.sq_sqrt (by norm_num)
  have hp := helixWeight_turn (2 * π / 3) t₁ t₂ t₃ hc
  have hm := helixWeight_turn (-(2 * π / 3)) t₁ t₂ t₃ (by rw [cos_neg, hc])
  rw [hs] at hp
  rw [sin_neg (2 * π / 3), hs] at hm
  rw [helixWeight_zero, hp, hm]
  unfold energy
  constructor
  · ring
  · linear_combination
      (-(D * (sin (t₂ - t₁) + sin (t₃ - t₂) + sin (t₁ - t₃))) / 3) * h3

/-- Exchanging spins 2 and 3 has the same effect on the energy as reversing the sign of `D`. -/
theorem energy_swap (J D t₁ t₂ t₃ : ℝ) :
    energy J D t₁ t₃ t₂ = energy J (-D) t₁ t₂ t₃ := by
  simp only [energy, cos_sub, sin_sub]
  ring

/-- Energy of 120-degree order in which the spin angle decreases from site to site; whole turns
of the spins do not matter. -/
theorem energy_clockwise (J D t : ℝ) (m n : ℤ) :
    energy J D t (t - 2 * π / 3 + m * (2 * π)) (t - 4 * π / 3 + n * (2 * π))
      = -3 * J / 2 - 3 * √3 / 2 * D := by
  obtain ⟨hc, hs⟩ := cos_sin_turn
  have key : ∀ (k : ℤ) (d : ℝ), d = -(2 * π / 3) + k * (2 * π) →
      cos d = -1 / 2 ∧ sin d = -(√3 / 2) := fun k d h =>
    ⟨by rw [h, cos_add_int_mul_two_pi, cos_neg, hc],
      by rw [h, sin_add_int_mul_two_pi, sin_neg, hs]⟩
  -- each of the three bonds turns by -120 degrees, up to whole turns
  obtain ⟨c1, s1⟩ := key m (t - 2 * π / 3 + m * (2 * π) - t) (by ring)
  obtain ⟨c2, s2⟩ := key (n - m)
    (t - 4 * π / 3 + n * (2 * π) - (t - 2 * π / 3 + m * (2 * π))) (by push_cast; ring)
  obtain ⟨c3, s3⟩ := key (1 - n) (t - (t - 4 * π / 3 + n * (2 * π))) (by push_cast; ring)
  unfold energy
  rw [c1, s1, c2, s2, c3, s3]
  ring

/-- For all real `J` and `D` the minimum energy of the triangle is the smaller of `3J` and
`-3J/2 - (3√3/2)|D|`. -/
theorem energies_isLeast (J D : ℝ) :
    IsLeast (energies J D) (min (3 * J) (-3 * J / 2 - 3 * √3 / 2 * |D|)) := by
  constructor
  · rcases min_choice (3 * J) (-3 * J / 2 - 3 * √3 / 2 * |D|) with h | h
    · rw [h]
      refine ⟨(0, 0, 0), ?_⟩
      show energy J D 0 0 0 = 3 * J
      unfold energy
      rw [sub_self, cos_zero, sin_zero]
      ring
    · rw [h]
      rcases le_total 0 D with hD | hD
      · rw [abs_of_nonneg hD]
        exact ⟨(0, _, _), energy_clockwise J D 0 0 0⟩
      · rw [abs_of_nonpos hD]
        exact ⟨(0, _, _), (energy_swap J D 0 _ _).trans (energy_clockwise J (-D) 0 0 0)⟩
  · rintro _ ⟨⟨a, b, c⟩, rfl⟩
    -- a weighted average is at least any common lower bound
    have key : ∀ m : ℝ, m ≤ 3 * J → m ≤ -3 * J / 2 - 3 * √3 / 2 * |D| →
        m ≤ energy J D a b c := by
      intro m h1 h2
      obtain ⟨hsum, hE⟩ := energy_eq_helices J D a b c
      have hW : ∀ φ, 0 ≤ helixWeight φ a b c := fun φ => by unfold helixWeight; positivity
      have hk : 0 ≤ 3 * √(3 : ℝ) / 2 := by positivity
      have u1 := mul_le_mul_of_nonneg_left (le_abs_self D) hk
      have u2 := mul_le_mul_of_nonneg_left (neg_abs_le D) hk
      have p0 := mul_nonneg (sub_nonneg.2 h1) (hW 0)
      have p1 := mul_nonneg (show 0 ≤ -3 * J / 2 + 3 * √3 / 2 * D - m by linarith)
        (hW (2 * π / 3))
      have p2 := mul_nonneg (show 0 ≤ -3 * J / 2 - 3 * √3 / 2 * D - m by linarith)
        (hW (-(2 * π / 3)))
      have hm : m * (helixWeight 0 a b c + helixWeight (2 * π / 3) a b c
          + helixWeight (-(2 * π / 3)) a b c) = m * 9 := by rw [hsum]
      rw [hE]
      linarith
    exact key _ (min_le_left _ _) (min_le_right _ _)

/-- The 120-degree energy `-3J/2 - (3√3/2)|D|` is the minimum exactly when `-|D| ≤ √3 J`. -/
theorem energies_isLeast_iff (J D : ℝ) :
    IsLeast (energies J D) (-3 * J / 2 - 3 * √3 / 2 * |D|) ↔ -|D| ≤ √3 * J := by
  have h3 : √(3 : ℝ) ^ 2 = 3 := Real.sq_sqrt (by norm_num)
  have hpos : 0 < √(3 : ℝ) := by positivity
  have e : √3 * (√3 * J + |D|) = 3 * J + √3 * |D| := by linear_combination J * h3
  constructor
  · intro h
    have hle := (h.unique (energies_isLeast J D)).le.trans (min_le_left _ _)
    have hx : 0 ≤ √3 * (√3 * J + |D|) := by rw [e]; linarith
    have := (mul_nonneg_iff_of_pos_left hpos).1 hx
    linarith
  · intro h
    have hx := mul_nonneg hpos.le (show 0 ≤ √3 * J + |D| by linarith)
    rw [e] at hx
    have hmin := energies_isLeast J D
    rwa [min_eq_right (by linarith)] at hmin

/-- Chirality selection for `D > 0` and `√3 J > -D`: the energy `-3J/2 - (3√3/2) D` is reached
exactly by 120-degree order with the spin angle decreasing from site to site. -/
theorem clockwise_selected (J D t₁ t₂ t₃ : ℝ) (hD : 0 < D) (hJ : -D < √3 * J) :
    energy J D t₁ t₂ t₃ = -3 * J / 2 - 3 * √3 / 2 * D ↔
      ∃ m n : ℤ, t₂ = t₁ - 2 * π / 3 + m * (2 * π) ∧ t₃ = t₁ - 4 * π / 3 + n * (2 * π) := by
  constructor
  · intro h
    obtain ⟨hc, hs⟩ := cos_sin_turn
    obtain ⟨hsum, hE⟩ := energy_eq_helices J D t₁ t₂ t₃
    have h3 : √(3 : ℝ) ^ 2 = 3 := Real.sq_sqrt (by norm_num)
    have hpos : 0 < √(3 : ℝ) := by positivity
    have hW : ∀ φ, 0 ≤ helixWeight φ t₁ t₂ t₃ := fun φ => by unfold helixWeight; positivity
    have g : 0 < 3 * J + √3 * D := by
      have := mul_pos hpos (show 0 < √3 * J + D by linarith)
      linarith [show √3 * (√3 * J + D) = 3 * J + √3 * D by linear_combination J * h3]
    have g' : 0 < 2 * (√3 * D) := by positivity
    -- the two unfavourable helices must be absent
    have hz : (3 * J + √3 * D) * helixWeight 0 t₁ t₂ t₃
        + 2 * (√3 * D) * helixWeight (2 * π / 3) t₁ t₂ t₃ = 0 := by
      linear_combination 6 * h - 6 * hE - (2 / 3) * (-3 * J / 2 - 3 * √3 / 2 * D) * hsum
    have a := mul_nonneg g.le (hW 0)
    have b := mul_nonneg g'.le (hW (2 * π / 3))
    have w0 := (mul_eq_zero.1 (le_antisymm (by linarith) a)).resolve_left g.ne'
    have wp := (mul_eq_zero.1 (le_antisymm (by linarith) b)).resolve_left g'.ne'
    rw [helixWeight_zero] at w0
    rw [helixWeight_turn _ _ _ _ hc, hs] at wp
    -- three cosines with sum 3 are all equal to 1
    have e : ∀ d, cos (d + 2 * π / 3) = -cos d / 2 - √3 * sin d / 2 := fun d => by
      rw [cos_add, hc, hs]; ring
    have b1 := cos_le_one (t₂ - t₁ + 2 * π / 3)
    have b2 := cos_le_one (t₃ - t₂ + 2 * π / 3)
    have b3 := cos_le_one (t₁ - t₃ + 2 * π / 3)
    have e1 := e (t₂ - t₁)
    have e2 := e (t₃ - t₂)
    have e3 := e (t₁ - t₃)
    have c1 : cos (t₂ - t₁ + 2 * π / 3) = 1 := by linarith
    have c3 : cos (t₁ - t₃ + 2 * π / 3) = 1 := by linarith
    obtain ⟨m, hm⟩ := (cos_eq_one_iff _).1 c1
    obtain ⟨k, hk⟩ := (cos_eq_one_iff _).1 c3
    exact ⟨m, 1 - k, by linarith, by push_cast; linarith⟩
  · rintro ⟨m, n, rfl, rfl⟩
    exact energy_clockwise J D t₁ m n

/-- Chirality selection for `D < 0` and `√3 J > D`: the energy `-3J/2 + (3√3/2) D` is reached
exactly by 120-degree order with the spin angle increasing from site to site. -/
theorem counterclockwise_selected (J D t₁ t₂ t₃ : ℝ) (hD : D < 0) (hJ : D < √3 * J) :
    energy J D t₁ t₂ t₃ = -3 * J / 2 + 3 * √3 / 2 * D ↔
      ∃ m n : ℤ, t₂ = t₁ + 2 * π / 3 + m * (2 * π) ∧ t₃ = t₁ + 4 * π / 3 + n * (2 * π) := by
  -- exchange spins 2 and 3 and use the result for the opposite sign of D
  have h := clockwise_selected J (-D) t₁ t₃ t₂ (by linarith) (by linarith)
  rw [energy_swap, neg_neg D] at h
  constructor
  · intro h1
    obtain ⟨m, n, h3, h2⟩ := h.1 (by linarith)
    exact ⟨n - 1, m - 1, by push_cast; linarith, by push_cast; linarith⟩
  · rintro ⟨m, n, h2, h3⟩
    have h1 := h.2 ⟨n + 1, m + 1, by push_cast; linarith, by push_cast; linarith⟩
    linarith

end

end TriangleChirality
```

```lean
#print axioms TriangleChirality.energies_isLeast_iff
#print axioms TriangleChirality.counterclockwise_selected
```

```
'TriangleChirality.energies_isLeast_iff' depends on axioms: [propext, Classical.choice, Quot.sound]
'TriangleChirality.counterclockwise_selected' depends on axioms: [propext, Classical.choice, Quot.sound]
```

## Spins, energies and handedness in the Lean statements

The angles are arbitrary real numbers in radians, and `energy J D t₁ t₂ t₃` is $E$. The set `energies J D` collects its values over all triples of angles. `IsLeast` says that a number belongs to this set and is a lower bound for it, so `energies_isLeast` covers both the bound and its attainment. `energies_isLeast_iff` gives the sharp condition on $J$ and $D$.

In `clockwise_selected`, the hypotheses `hD` and `hJ` are $D>0$ and $-D<\sqrt3J$. The integers `m` and `n` allow whole turns, and $t_1$ stays free because a common rotation costs nothing. `counterclockwise_selected` is the mirror statement for $D<0$. "Clockwise" describes how the spins turn as the site number increases; it says nothing about where the sites lie in space. The name `helixWeight` is local to this code: it is the unnormalised squared Fourier amplitude of the spins at pitch $\varphi$.

## From trigonometric identities to the selected state

- `cos_sin_turn` supplies the cosine and sine of 120 degrees. `helixWeight_zero` and `helixWeight_turn` expand the weights. The latter assumes only $\cos\varphi=-\tfrac12$ and uses double-angle formulas where the derivation above used $3\varphi$ as a whole turn.
- `energy_eq_helices` proves the sum $9$ and the average; its `linear_combination` step uses $(\sqrt3)^2=3$.
- `energy_swap` and `energy_clockwise` provide the attaining 120-degree states; the aligned state is evaluated directly in `energies_isLeast`.
- In `energies_isLeast`, the lower bound comes from multiplying each nonnegative energy difference by its nonnegative weight and adding the results with `linarith`.
- `energies_isLeast_iff` compares the two candidates, using the fact that a set has at most one least element.
- In `clockwise_selected`, the equation `hz` is the formula for $9(E-E_-)$ at equality, scaled by $\tfrac23$. Both terms must vanish, and `cos_le_one` then forces the cosines to $1$. Two bonds fix the two relative angles.
- `counterclockwise_selected` applies that result with spins 2 and 3 exchanged and $D$ negated.

## Equal bonds, planar classical spins

The theorems concern one isolated triangle with the same $J$ and $D$ on every bond, no field and no further anisotropy. The step left to the user is the reduction of a real magnetic cluster to this model: its spins must be well described as classical vectors confined to the plane normal to the Dzyaloshinskii–Moriya vector. Quantum spins and spins free to tilt out of the plane need their own analysis. For classical spins that can tilt, the wrong-handed state is no longer a local minimum: rotating all three spins together about an axis in the plane leaves the exchange energy unchanged and lowers the Dzyaloshinskii–Moriya energy.

The selection theorems need $D\ne0$. At $D=0$ and $J>0$, both handednesses have the minimum energy $-\tfrac32J$. On the boundary $\sqrt3J=-|D|$, aligned spins tie with 120-degree order, so a minimiser may correctly return either.

The results identify global minima over the real numbers. They don't promise that a given algorithm finds one, and a floating-point energy should be compared with the formula to within a rounding tolerance.
